# In a single-mode model, C₆ between identical clusters grows as n^(11/4) for shells and n² for solid spheres

Let two identical clusters each have $n$ mobile electrons, radius $R$ and a single collective mode of frequency $w=\sqrt{kn/R^3}$ with a constant $k>0$, so that the polarizability at imaginary frequency $iu$ is $R^3w^2/(w^2+u^2)$. Their dispersion coefficient $C_6$ is then proportional to $n^{11/4}$ for shells, where $R=c\,n^{1/2}$ with a constant $c>0$, and to $n^2$ for solid spheres, where $R=c\,n^{1/3}$.

```lean
import Mathlib

open MeasureTheory Set Filter Topology

namespace ClusterDispersion

noncomputable section

/-- Frequency `w = √(k n / R³)` of the collective mode of `n` electrons in a cluster of
radius `R`; the domain is `k, n, R > 0`. -/
def modeFreq (k n R : ℝ) : ℝ := Real.sqrt (k * n / R ^ 3)

/-- Polarizability `R³ w² / (w² + u²)` of the cluster at imaginary frequency `iu`;
the domain is `k, n, R > 0`. -/
def polarizability (k n R u : ℝ) : ℝ :=
  R ^ 3 * modeFreq k n R ^ 2 / (modeFreq k n R ^ 2 + u ^ 2)

/-- Casimir-Polder coefficient `C6 = (3/π) ∫ α(iu)² du`, over `u > 0`, of two identical
clusters; the domain is `k, n, R > 0`. -/
def C6 (k n R : ℝ) : ℝ :=
  3 / Real.pi * ∫ u in Ioi (0 : ℝ), polarizability k n R u ^ 2

/-- An explicit primitive of the squared Lorentzian `1 / (w² + u²)²` for `w > 0`. -/
theorem hasDerivAt_primitive {w : ℝ} (hw : 0 < w) (u : ℝ) :
    HasDerivAt (fun u : ℝ => u / (2 * w ^ 2 * (w ^ 2 + u ^ 2))
      + Real.arctan (u / w) / (2 * w ^ 3)) (1 / (w ^ 2 + u ^ 2) ^ 2) u := by
  have hs : w ^ 2 + u ^ 2 ≠ 0 := by positivity
  have hne : 2 * w ^ 2 * (w ^ 2 + u ^ 2) ≠ 0 := by positivity
  have h1 : HasDerivAt (fun u : ℝ => 2 * w ^ 2 * (w ^ 2 + u ^ 2))
      (2 * w ^ 2 * (2 * u)) u :=
    (((hasDerivAt_pow 2 u).const_add (w ^ 2)).const_mul (2 * w ^ 2)).congr_deriv
      (by norm_num)
  have h2 : HasDerivAt (fun u : ℝ => Real.arctan (u / w))
      (1 / (1 + (u / w) ^ 2) * (1 / w)) u :=
    ((hasDerivAt_id' u).div_const w).arctan
  have h3 := ((hasDerivAt_id' u).fun_div h1 hne).fun_add (h2.div_const (2 * w ^ 3))
  refine h3.congr_deriv ?_
  have h4 : 1 + (u / w) ^ 2 = (w ^ 2 + u ^ 2) / w ^ 2 := by
    field_simp
  rw [h4]
  field_simp
  ring

/-- For `w > 0` the squared Lorentzian is integrable over `u > 0`, and its integral is
`π / (4 w³)`. -/
theorem integral_lorentzian_sq {w : ℝ} (hw : 0 < w) :
    IntegrableOn (fun u : ℝ => 1 / (w ^ 2 + u ^ 2) ^ 2) (Ioi 0) ∧
      ∫ u in Ioi (0 : ℝ), 1 / (w ^ 2 + u ^ 2) ^ 2 = Real.pi / (4 * w ^ 3) := by
  -- the rational part of the primitive dies out at high frequency
  have hb : Tendsto (fun u : ℝ => 1 / (2 * w ^ 2 * u)) atTop (𝓝 0) :=
    (tendsto_id.const_mul_atTop (by positivity : 0 < 2 * w ^ 2)).const_div_atTop 1
  have hrat : Tendsto (fun u : ℝ => u / (2 * w ^ 2 * (w ^ 2 + u ^ 2))) atTop (𝓝 0) := by
    refine squeeze_zero' ?_ ?_ hb
    · filter_upwards [eventually_gt_atTop (0 : ℝ)] with u hu
      positivity
    · filter_upwards [eventually_gt_atTop (0 : ℝ)] with u hu
      rw [div_le_div_iff₀ (by positivity) (by positivity)]
      nlinarith [pow_pos hw 4]
  -- the arctangent tends to a quarter turn
  have hat : Tendsto (fun u : ℝ => Real.arctan (u / w)) atTop (𝓝 (Real.pi / 2)) :=
    (Real.tendsto_arctan_atTop.mono_right nhdsWithin_le_nhds).comp
      (tendsto_id.atTop_div_const hw)
  have hlim := hrat.add (hat.div_const (2 * w ^ 3))
  have hpos : ∀ u ∈ Ioi (0 : ℝ), 0 ≤ 1 / (w ^ 2 + u ^ 2) ^ 2 :=
    fun u _ => by positivity
  refine ⟨integrableOn_Ioi_deriv_of_nonneg'
    (fun u _ => hasDerivAt_primitive hw u) hpos hlim, ?_⟩
  rw [integral_Ioi_of_hasDerivAt_of_nonneg'
    (fun u _ => hasDerivAt_primitive hw u) hpos hlim]
  simp only [zero_div, Real.arctan_zero, add_zero, sub_zero, zero_add]
  ring

/-- For `k, n, R > 0` the Casimir-Polder integral converges, and `C6 = (3/4) R⁶ w`. -/
theorem C6_closed_form {k n R : ℝ} (hk : 0 < k) (hn : 0 < n) (hR : 0 < R) :
    IntegrableOn (fun u => polarizability k n R u ^ 2) (Ioi 0) ∧
      C6 k n R = 3 / 4 * R ^ 6 * modeFreq k n R := by
  have hw : 0 < modeFreq k n R := Real.sqrt_pos.2 (by positivity)
  have hα : ∀ u, polarizability k n R u ^ 2 = (R ^ 3 * modeFreq k n R ^ 2) ^ 2
      * (1 / (modeFreq k n R ^ 2 + u ^ 2) ^ 2) := by
    intro u
    rw [polarizability, div_pow, mul_one_div]
  obtain ⟨hint, hval⟩ := integral_lorentzian_sq hw
  constructor
  · simp only [hα]
    exact Integrable.const_mul hint _
  · unfold C6
    simp only [hα]
    rw [integral_const_mul, hval]
    have hpi := Real.pi_ne_zero
    field_simp

/-- In terms of electron number and radius, `C6 = (3/4) √(k n) R^(9/2)` for
`k, n, R > 0`. -/
theorem C6_eq_radius_rpow {k n R : ℝ} (hk : 0 < k) (hn : 0 < n) (hR : 0 < R) :
    C6 k n R = 3 / 4 * Real.sqrt (k * n) * R ^ (9 / 2 : ℝ) := by
  have hs : Real.sqrt (R ^ 3) = R ^ (3 / 2 : ℝ) := by
    rw [Real.sqrt_eq_rpow, ← Real.rpow_natCast, ← Real.rpow_mul hR.le]
    norm_num
  have h6 : R ^ 6 = R ^ (9 / 2 : ℝ) * R ^ (3 / 2 : ℝ) := by
    rw [← Real.rpow_add hR, ← Real.rpow_natCast]
    norm_num
  have hne : R ^ (3 / 2 : ℝ) ≠ 0 := (Real.rpow_pos_of_pos hR _).ne'
  have key : R ^ (3 / 2 : ℝ) * (Real.sqrt (k * n) / R ^ (3 / 2 : ℝ))
      = Real.sqrt (k * n) := mul_div_cancel₀ _ hne
  rw [(C6_closed_form hk hn hR).2, modeFreq, Real.sqrt_div (by positivity), hs, h6]
  linear_combination (3 / 4 * R ^ (9 / 2 : ℝ)) * key

/-- If the radius grows as `R = c n^ν`, with `k, c, n > 0`, then
`C6 = (3/4) √k c^(9/2) n^((1 + 9ν)/2)`. -/
theorem C6_power_law {k c n : ℝ} (hk : 0 < k) (hc : 0 < c) (hn : 0 < n) (ν : ℝ) :
    C6 k n (c * n ^ ν)
      = 3 / 4 * Real.sqrt k * c ^ (9 / 2 : ℝ) * n ^ ((1 + 9 * ν) / 2) := by
  have hnν : 0 < n ^ ν := Real.rpow_pos_of_pos hn ν
  have hexp : n ^ ((1 + 9 * ν) / 2) = n ^ (1 / 2 : ℝ) * n ^ (ν * (9 / 2)) := by
    rw [← Real.rpow_add hn]
    congr 1
    ring
  have hsn : Real.sqrt n = n ^ (1 / 2 : ℝ) := Real.sqrt_eq_rpow n
  rw [C6_eq_radius_rpow hk hn (mul_pos hc hnν), Real.sqrt_mul hk.le, hsn,
    Real.mul_rpow hc.le hnν.le, ← Real.rpow_mul hn.le, hexp]
  ring

/-- Shells, whose radius is `R = c n^(1/2)`, have `C6` proportional to `n^(11/4)`,
for `k, c, n > 0`. -/
theorem C6_shell {k c n : ℝ} (hk : 0 < k) (hc : 0 < c) (hn : 0 < n) :
    C6 k n (c * n ^ (1 / 2 : ℝ))
      = 3 / 4 * Real.sqrt k * c ^ (9 / 2 : ℝ) * n ^ (11 / 4 : ℝ) := by
  rw [C6_power_law hk hc hn]
  norm_num

/-- Solid spheres, whose radius is `R = c n^(1/3)`, have `C6` proportional to `n²`,
for `k, c, n > 0`. -/
theorem C6_solid {k c n : ℝ} (hk : 0 < k) (hc : 0 < c) (hn : 0 < n) :
    C6 k n (c * n ^ (1 / 3 : ℝ))
      = 3 / 4 * Real.sqrt k * c ^ (9 / 2 : ℝ) * n ^ 2 := by
  rw [C6_power_law hk hc hn]
  norm_num

/-- Among clusters with radius `R = c n^ν` and `k, c > 0`, the coefficient `C6` is
proportional to `n²` for all `n > 0` exactly when `ν = 1/3`. -/
theorem C6_quadratic_iff {k c : ℝ} (hk : 0 < k) (hc : 0 < c) (ν : ℝ) :
    (∃ K : ℝ, ∀ n : ℝ, 0 < n → C6 k n (c * n ^ ν) = K * n ^ 2) ↔ ν = 1 / 3 := by
  constructor
  · rintro ⟨K, h⟩
    have hA : 0 < 3 / 4 * Real.sqrt k * c ^ (9 / 2 : ℝ) := by positivity
    -- compare one electron with two
    have h1 := h 1 one_pos
    have h2 := h 2 two_pos
    rw [C6_power_law hk hc one_pos, Real.one_rpow] at h1
    rw [C6_power_law hk hc two_pos] at h2
    have h3 : (2 : ℝ) ^ ((1 + 9 * ν) / 2) = 2 ^ (2 : ℝ) := by
      apply mul_left_cancel₀ hA.ne'
      rw [Real.rpow_two]
      linear_combination h2 - 4 * h1
    have h4 := congrArg Real.log h3
    rw [Real.log_rpow two_pos, Real.log_rpow two_pos] at h4
    have h5 := mul_right_cancel₀ (Real.log_pos one_lt_two).ne' h4
    linarith
  · rintro rfl
    exact ⟨_, fun n hn => C6_solid hk hc hn⟩

end

end ClusterDispersion
```

```lean
#print axioms ClusterDispersion.C6_shell
#print axioms ClusterDispersion.C6_solid
#print axioms ClusterDispersion.C6_quadratic_iff
```

```
'ClusterDispersion.C6_shell' depends on axioms: [propext, Classical.choice, Quot.sound]
'ClusterDispersion.C6_solid' depends on axioms: [propext, Classical.choice, Quot.sound]
'ClusterDispersion.C6_quadratic_iff' depends on axioms: [propext, Classical.choice, Quot.sound]
```

## Both power laws come from one formula

The theorem `C6_power_law` treats every radius law $R=c\,n^\nu$ with a real exponent $\nu$. For $k,c,n>0$ it states

$$C_6=\tfrac34\sqrt{k}\;c^{9/2}\;n^{(1+9\nu)/2}.$$

`C6_shell` is the case $\nu=1/2$ and `C6_solid` the case $\nu=1/3$. Both are equalities with the full prefactor, so "proportional" means that $k$ and $c$ stay fixed while $n$ varies.

`C6_quadratic_iff` adds a converse. For fixed $k,c>0$, some constant $K$ satisfies $C_6=Kn^2$ for all $n>0$ if and only if $\nu=1/3$. Among these power-law radii, quadratic growth therefore singles out the radius law of solid spheres.

Two earlier theorems give $C_6$ without any radius law. `C6_closed_form` says that the integral defining $C_6$ converges and that $C_6=\tfrac34R^6w$; `C6_eq_radius_rpow` rewrites this as $\tfrac34\sqrt{kn}\,R^{9/2}$.

## The cluster as one collective oscillator

Three definitions carry the physics:

- `modeFreq k n R` is the frequency $w$. Its square is proportional to $n/R^3$. Up to a constant factor, this is the electron density of a solid sphere, as for a plasmon; for a shell it is the density averaged over the whole enclosed volume.
- `polarizability k n R u` is $\alpha(iu)=R^3w^2/(w^2+u^2)$. At $u=0$ it equals $R^3$, the static polarizability of a conducting sphere.
- `C6 k n R` is the Casimir-Polder integral $\frac3\pi\int_0^\infty\alpha(iu)^2\,du$ in atomic units. The square appears because the two clusters are identical. With this convention the leading dispersion energy at a separation $d$ much larger than $R$ is $-C_6/d^6$, as long as retardation is negligible.

The constant $k$ measures how strongly each electron responds: since $R^3w^2=kn$, the polarizability falls off as $kn/u^2$ at high imaginary frequency. For free electrons filling a sphere, $k=1$ in atomic units.

The radius laws express how a cluster grows. A solid sphere of fixed electron density has a volume proportional to $n$, hence $R\propto n^{1/3}$. A shell with a fixed number of electrons per unit area has a surface proportional to $n$, hence $R\propto n^{1/2}$. In the file, the radius argument of `C6` is replaced by `c * n ^ ν`, so $n$ enters twice: through the number of responding electrons and through the size.

The form of the polarizability, the frequency and the radius laws are all assumed, not derived from an electronic Hamiltonian. Shells and solid spheres share the same polarizability formula and differ only in how $R$ depends on $n$. Shell thickness, further modes, damping and retardation are absent, and $n$ is a positive real number, not an integer.

In electronic structure practice, a pairwise sum of fixed atomic coefficients gives $n^2$ for two clusters whose atom numbers are proportional to $n$; in this single-mode model, solid spheres share that scaling and shells exceed it.

## From the frequency integral to the exponents

The only integral needed is that of the squared Lorentzian. For $w>0$, take

$$F(u)=\frac{u}{2w^2(w^2+u^2)}+\frac{1}{2w^3}\arctan\frac uw .$$

The derivatives of the two terms are

$$\frac{w^2-u^2}{2w^2(w^2+u^2)^2}\qquad\text{and}\qquad\frac{1}{2w^2(w^2+u^2)}=\frac{w^2+u^2}{2w^2(w^2+u^2)^2}.$$

In the sum, the $u^2$ terms in the numerators cancel, leaving $F'(u)=1/(w^2+u^2)^2$. Moreover $F(0)=0$. As $u\to\infty$ the rational term vanishes and the arctangent tends to $\pi/2$, so

$$\int_0^\infty\frac{du}{(w^2+u^2)^2}=\frac{\pi}{4w^3}.$$

The factor $(R^3w^2)^2=R^6w^4$ does not depend on $u$ and comes out of the integral:

$$C_6=\frac3\pi\,R^6w^4\,\frac{\pi}{4w^3}=\frac34R^6w.$$

Since $w=\sqrt{kn}\,R^{-3/2}$, this becomes

$$C_6=\frac34\sqrt{kn}\,R^{9/2}.$$

Inserting $R=c\,n^\nu$ gives $R^{9/2}=c^{9/2}n^{9\nu/2}$. Together with the factor $n^{1/2}$ from the square root, the exponent of $n$ is $(1+9\nu)/2$. For $\nu=1/2$ it is $\tfrac12+\tfrac94=\tfrac{11}4$, and for $\nu=1/3$ it is $\tfrac12+\tfrac32=2$.

For the converse, write $A=\tfrac34\sqrt k\,c^{9/2}$, which is positive, and suppose $A\,n^{(1+9\nu)/2}=Kn^2$ for all $n>0$. At $n=1$ this gives $A=K$. At $n=2$ it gives $A\,2^{(1+9\nu)/2}=4K=4A$, so $2^{(1+9\nu)/2}=2^2$. Taking logarithms yields $(1+9\nu)/2=2$, that is, $\nu=1/3$.

## The same steps in Lean

`hasDerivAt_primitive` checks $F'$. It assembles the derivative from the quotient rule and the chain rule for the arctangent, and `field_simp` and `ring` then carry out the cancellation shown above.

`integral_lorentzian_sq` supplies the behaviour at infinity. The rational term is squeezed between zero and $1/(2w^2u)$ for $u>0$, and the arctangent limit comes from Mathlib. Because $F'$ is nonnegative and $F$ has a finite limit, `integrableOn_Ioi_deriv_of_nonneg'` gives integrability, and a companion lemma gives the value $\pi/(4w^3)$. Convergence deserves its own proof because Lean assigns the value zero to the integral of a non-integrable function.

`C6_closed_form` first shows that $w>0$, then writes $\alpha(iu)^2$ as the constant $(R^3w^2)^2$ times the squared Lorentzian. The preceding lemma then delivers both convergence and the closed form.

In `C6_eq_radius_rpow` the fractional powers enter. The proof writes $\sqrt{R^3}$ as $R^{3/2}$ and splits $R^6$ into $R^{9/2}R^{3/2}$, so that the factor $R^{3/2}$ cancels the denominator of $w$; `key` records this cancellation. Positivity of $R$ justifies the rules for real exponents.

`C6_power_law` substitutes the radius law, distributes the power $9/2$ over the product $c\,n^\nu$, and combines the powers of $n$ through `hexp`. The shell and solid-sphere theorems then need only `norm_num` to evaluate the exponent.

The forward direction of `C6_quadratic_iff` follows the comparison of $n=1$ with $n=2$: `h1` and `h2` are the two equations, `h3` is the equality of powers of two, and `h4` is its logarithm. Dividing by $\log 2>0$ leaves a linear equation for $\nu$, which `linarith` solves. The reverse direction is `C6_solid`, whose prefactor serves as $K$.
